# The Molien average over the 24 rotations of the cube is $(1+t^9)/[(1-t^2)(1-t^4)(1-t^6)]$ for real $|t|<1$

For real $|t|<1$, the mean of $1/\det(1-tg)$ over the 48 signed $3\times3$ permutation matrices $g$ is

$$\frac{1}{D(t)},\qquad D(t)=(1-t^2)(1-t^4)(1-t^6),$$

and over the 24 of determinant one it is $(1+t^9)/D(t)$. The polynomial

$$P(x,y,z)=xyz(x^2-y^2)(y^2-z^2)(z^2-x^2)$$

is invariant under those 24 matrices and odd under inversion.

## Counting invariant polynomials at a cubic site

The 48 matrices are the operations of the full cubic group $O_h$, and the 24 are its proper rotations $O$. If $g$ has eigenvalues $\lambda_i$, then $1/\det(1-tg)=\prod_i(1-t\lambda_i)^{-1}$, and the coefficient of $t^n$ is the character of $g$ on homogeneous polynomials of degree $n$. By Molien's theorem, the group average of this character counts the independent invariants of that degree.

For a polynomial potential in one position vector, the two series therefore first differ at degree nine: $P$ is the lowest term that $O$ allows and $O_h$ forbids.

## The statement in Lean

A label `p : CubicLabel` consists of a permutation `p.1` of the axes and three signs `p.2`. The integer matrix `signedPerm p` has the sign `p.2 i` in row `i` and column `j` when `i = p.1 j`, and zero elsewhere. `op p` is the same matrix over the reals, and `rotations` collects the labels of determinant one. Since `group_orders` shows that distinct labels give distinct matrices, sums over labels are sums over operations.

`molien_weighted` inserts a real weight $s$: the mean of $(1+s\det g)/\det(1-tg)$ over all 48 operations is $(1+st^9)/D(t)$. Setting $s=0$ gives the average for $O_h$; `molien_rotations` states the one for $O$.

The polynomial $P$ is `nonic`, with $(x,y,z)=(v_0,v_1,v_2)$. `nonic_transform` says $P(gv)=\det(g)\,P(v)$ for every operation and every real vector, and `nonic_rotation` and `nonic_inversion` give the two symmetries. The theorems concern these closed forms and this one polynomial; the reading of the coefficients as dimensions rests on the character argument above.

## Eight fractions and one sign

Write $a=\operatorname{tr}g$ and $d=\det g=\pm1$. In the characteristic cubic

$$\det(1-tg)=1-at+e_2t^2-dt^3,$$

$e_2$ is the sum of the products of pairs of eigenvalues, so $e_2=d\operatorname{tr}(g^{-1})$. Because $g$ is orthogonal, $\operatorname{tr}(g^{-1})=\operatorname{tr}(g^T)=a$, and $e_2=da$. The rotations then give:

| Rotations | Number | $a$ | $\det(1-tg)$ |
|---|---:|---:|---|
| identity | 1 | 3 | $(1-t)^3$ |
| threefold | 8 | 0 | $(1-t)(1+t+t^2)$ |
| fourfold | 6 | 1 | $(1-t)(1+t^2)$ |
| twofold | 9 | $-1$ | $(1-t)(1+t)^2$ |

Let $R(t)$ be the sum of $1/\det(1-tg)$ over the rotations. Over the common denominator

$$Q=(1-t)^3(1+t)^2(1+t^2)(1+t+t^2),$$

the four numerators are

$$\begin{aligned}
&1+3t+5t^2+6t^3+5t^4+3t^5+t^6,\\
&8(1-t^2-t^4+t^6),\\
&6(1+t-t^2-2t^3-t^4+t^5+t^6),\\
&9(1-t+t^2-2t^3+t^4-t^5+t^6).
\end{aligned}$$

They add to $24(1-t^3+t^6)$. Since $D=Q(1+t)(1-t+t^2)=Q(1+t^3)$ and $(1+t^3)(1-t^3+t^6)=1+t^9$,

$$R(t)=\frac{24(1+t^9)}{D(t)}.$$

Each improper operation is minus a rotation, so the improper operations sum to $R(-t)=24(1-t^9)/D(t)$. The weighted mean is

$$\frac{(1+s)R(t)+(1-s)R(-t)}{48}=\frac{1+st^9}{D(t)}.$$

For the polynomial, let $g$ have axis permutation $\sigma$ and signs $\varepsilon_i$. The factor $xyz$ acquires $\varepsilon_0\varepsilon_1\varepsilon_2$. The signs drop out of the squares, and the three differences together acquire $\operatorname{sgn}\sigma$. The total factor is $\varepsilon_0\varepsilon_1\varepsilon_2\operatorname{sgn}\sigma=\det g$, which is $1$ for rotations and $-1$ for inversion. Finally, $P(1,2,3)=6\cdot(-3)(-5)(8)=720$, so $P$ is not identically zero.

## The Lean file

```lean
import Mathlib

open Matrix

namespace CubicMolien

/-- A label of a cubic symmetry operation: a permutation of the three axes and three signs. -/
abbrev CubicLabel := Equiv.Perm (Fin 3) × (Fin 3 → ℤˣ)

/-- The signed permutation matrix that sends axis `j` to axis `p.1 j`, up to a sign. -/
def signedPerm (p : CubicLabel) : Matrix (Fin 3) (Fin 3) ℤ :=
  Matrix.of fun i j => if i = p.1 j then (p.2 i : ℤ) else 0

/-- The same operation as a real matrix acting on position vectors. -/
def op (p : CubicLabel) : Matrix (Fin 3) (Fin 3) ℝ :=
  (signedPerm p).map (fun z : ℤ => (z : ℝ))

/-- The proper rotations: the signed permutation matrices of determinant one. -/
def rotations : Finset CubicLabel :=
  Finset.univ.filter fun p => (signedPerm p).det = 1

/-- The cubic polynomial `1 - a t + d a t² - d t³` in `t`, for trace `a` and determinant `d`. -/
def den (t : ℝ) (a d : ℤ) : ℝ := 1 - a * t + d * a * t ^ 2 - d * t ^ 3

/-- The polynomial `xyz(x² - y²)(y² - z²)(z² - x²)` of degree nine. -/
def nonic (v : Fin 3 → ℝ) : ℝ :=
  v 0 * v 1 * v 2 * (v 0 ^ 2 - v 1 ^ 2) * (v 1 ^ 2 - v 2 ^ 2) * (v 2 ^ 2 - v 0 ^ 2)

/-- A sum over the 48 operations of a function of trace and determinant has eight terms,
weighted by the number of operations with the given trace and determinant. -/
theorem class_sum (F : ℤ → ℤ → ℝ) :
    ∑ p : CubicLabel, F (signedPerm p).trace (signedPerm p).det =
      F 3 1 + 8 * F 0 1 + 6 * F 1 1 + 9 * F (-1) 1 +
      F (-3) (-1) + 8 * F 0 (-1) + 6 * F (-1) (-1) + 9 * F 1 (-1) := by
  -- the list of all pairs (trace, determinant), found by enumeration
  have hc : (Finset.univ : Finset CubicLabel).val.map
      (fun p => ((signedPerm p).trace, (signedPerm p).det)) =
      Multiset.replicate 1 ((3 : ℤ), (1 : ℤ)) + Multiset.replicate 8 (0, 1) +
      Multiset.replicate 6 (1, 1) + Multiset.replicate 9 (-1, 1) +
      Multiset.replicate 1 (-3, -1) + Multiset.replicate 8 (0, -1) +
      Multiset.replicate 6 (-1, -1) + Multiset.replicate 9 (1, -1) := by
    simp only [Matrix.det_fin_three, Matrix.trace_fin_three]
    decide +kernel
  have h := congrArg (fun m => (m.map (fun x : ℤ × ℤ => F x.1 x.2)).sum) hc
  simp only [Multiset.map_map, Function.comp_def, Multiset.map_add, Multiset.map_replicate,
    Multiset.sum_add, Multiset.sum_replicate, nsmul_eq_mul] at h
  refine Eq.trans h ?_
  push_cast
  ring

/-- Distinct labels give distinct matrices; there are 48 operations, and 24 of them are
proper rotations. -/
theorem group_orders : Function.Injective signedPerm ∧ Fintype.card CubicLabel = 48 ∧
    rotations.card = 24 := by
  refine ⟨by decide +kernel, by decide +kernel, ?_⟩
  have h := class_sum (fun _ d => if d = 1 then (1 : ℝ) else 0)
  have h2 : (rotations.card : ℝ) = 24 := by
    rw [rotations, ← Finset.sum_boole]
    exact h.trans (by norm_num)
  exact_mod_cast h2

/-- For a cubic symmetry operation `g`, the determinant of `1 - t g` is fixed by the trace and
the determinant of `g`. -/
theorem det_one_sub (p : CubicLabel) (t : ℝ) :
    (1 - t • op p).det = den t (signedPerm p).trace (signedPerm p).det := by
  have gen : ∀ M : Matrix (Fin 3) (Fin 3) ℝ, (1 - t • M).det =
      1 - (M 0 0 + M 1 1 + M 2 2) * t + (M 0 0 * M 1 1 - M 0 1 * M 1 0 + M 0 0 * M 2 2
        - M 0 2 * M 2 0 + M 1 1 * M 2 2 - M 1 2 * M 2 1) * t ^ 2 - M.det * t ^ 3 := by
    intro M
    simp [Matrix.det_fin_three]
    ring
  -- the second invariant equals determinant times trace
  have h : ∀ p : CubicLabel, signedPerm p 0 0 * signedPerm p 1 1
      - signedPerm p 0 1 * signedPerm p 1 0 + signedPerm p 0 0 * signedPerm p 2 2
      - signedPerm p 0 2 * signedPerm p 2 0 + signedPerm p 1 1 * signedPerm p 2 2
      - signedPerm p 1 2 * signedPerm p 2 1 = (signedPerm p).det * (signedPerm p).trace := by
    simp only [Matrix.det_fin_three, Matrix.trace_fin_three]
    decide +kernel
  have h' := congrArg (fun z : ℤ => (z : ℝ)) (h p)
  simp only [Matrix.det_fin_three, Matrix.trace_fin_three] at h'
  push_cast at h'
  rw [gen]
  simp only [den, op, Matrix.map_apply, Matrix.det_fin_three, Matrix.trace_fin_three]
  push_cast
  linear_combination t ^ 2 * h'

/-- Molien's average for the cubic group with weight `1 + s det g`, for `|t| < 1`: the
part weighted by the determinant contributes `s t⁹` to the numerator. -/
theorem molien_weighted (s t : ℝ) (ht : |t| < 1) :
    (∑ p : CubicLabel, (1 + s * ((signedPerm p).det : ℝ)) / (1 - t • op p).det) / 48 =
      (1 + s * t ^ 9) / ((1 - t ^ 2) * (1 - t ^ 4) * (1 - t ^ 6)) := by
  obtain ⟨hl, hr⟩ := abs_lt.mp ht
  have h1 : 1 - t ≠ 0 := by linarith
  have h2 : 1 + t ≠ 0 := by linarith
  have h3 : 1 + t ^ 2 ≠ 0 := by positivity
  have h4 : 1 + t + t ^ 2 ≠ 0 := by nlinarith [sq_nonneg t]
  have h5 : 1 - t + t ^ 2 ≠ 0 := by nlinarith [sq_nonneg t]
  -- factor the eight denominators
  have e1 : den t 3 1 = (1 - t) ^ 3 := by unfold den; push_cast; ring
  have e2 : den t 0 1 = (1 - t) * (1 + t + t ^ 2) := by unfold den; push_cast; ring
  have e3 : den t 1 1 = (1 - t) * (1 + t ^ 2) := by unfold den; push_cast; ring
  have e4 : den t (-1) 1 = (1 - t) * (1 + t) ^ 2 := by unfold den; push_cast; ring
  have e5 : den t (-3) (-1) = (1 + t) ^ 3 := by unfold den; push_cast; ring
  have e6 : den t 0 (-1) = (1 + t) * (1 - t + t ^ 2) := by unfold den; push_cast; ring
  have e7 : den t (-1) (-1) = (1 + t) * (1 + t ^ 2) := by unfold den; push_cast; ring
  have e8 : den t 1 (-1) = (1 + t) * (1 - t) ^ 2 := by unfold den; push_cast; ring
  have h := class_sum (fun a d => (1 + s * (d : ℝ)) / den t a d)
  simp only [det_one_sub]
  refine (congrArg (fun x : ℝ => x / 48) h).trans ?_
  simp only [e1, e2, e3, e4, e5, e6, e7, e8]
  push_cast
  rw [show (1 - t ^ 2) * (1 - t ^ 4) * (1 - t ^ 6) = (1 - t) ^ 3 * (1 + t) ^ 3 *
    (1 + t ^ 2) * (1 + t + t ^ 2) * (1 - t + t ^ 2) by ring]
  field_simp
  ring

/-- Molien's average over the 24 proper rotations of the cube, for `|t| < 1`, has the
numerator `1 + t⁹`. -/
theorem molien_rotations (t : ℝ) (ht : |t| < 1) :
    (∑ p ∈ rotations, 1 / (1 - t • op p).det) / 24 =
      (1 + t ^ 9) / ((1 - t ^ 2) * (1 - t ^ 4) * (1 - t ^ 6)) := by
  have hd : ∀ p : CubicLabel, (signedPerm p).det = 1 ∨ (signedPerm p).det = -1 := by
    simp only [Matrix.det_fin_three]
    decide +kernel
  -- the weight (1 + det g)/2 selects the rotations
  have hs : ∑ p ∈ rotations, 1 / (1 - t • op p).det =
      (1 / 2) * ∑ p : CubicLabel,
        (1 + 1 * ((signedPerm p).det : ℝ)) / (1 - t • op p).det := by
    rw [rotations, Finset.sum_filter, Finset.mul_sum]
    refine Finset.sum_congr rfl fun p _ => ?_
    rcases hd p with h | h
    · rw [if_pos h, h]
      push_cast
      ring
    · rw [if_neg (by rw [h]; norm_num), h]
      push_cast
      ring
  have hm := molien_weighted 1 t ht
  rw [one_mul] at hm
  rw [hs, ← hm]
  ring

/-- Every cubic symmetry operation multiplies the ninth-degree polynomial by its determinant. -/
theorem nonic_transform (p : CubicLabel) (v : Fin 3 → ℝ) :
    nonic (op p *ᵥ v) = ((signedPerm p).det : ℝ) * nonic v := by
  have hq : ∀ i, (((p.2 i : ℤˣ) : ℤ) : ℝ) ^ 2 = 1 := by
    intro i
    rcases Int.units_eq_one_or (p.2 i) with h | h <;> simp [h]
  have hσ : ∀ σ : Equiv.Perm (Fin 3),
      (σ 0 = 0 ∧ σ 1 = 1 ∧ σ 2 = 2) ∨ (σ 0 = 0 ∧ σ 1 = 2 ∧ σ 2 = 1) ∨
      (σ 0 = 1 ∧ σ 1 = 0 ∧ σ 2 = 2) ∨ (σ 0 = 1 ∧ σ 1 = 2 ∧ σ 2 = 0) ∨
      (σ 0 = 2 ∧ σ 1 = 0 ∧ σ 2 = 1) ∨ (σ 0 = 2 ∧ σ 1 = 1 ∧ σ 2 = 0) := by
    decide +kernel
  -- six permutations of the axes; the signs drop out of all squares
  rcases hσ p.1 with ⟨h0, h1, h2⟩ | ⟨h0, h1, h2⟩ | ⟨h0, h1, h2⟩ | ⟨h0, h1, h2⟩ |
    ⟨h0, h1, h2⟩ | ⟨h0, h1, h2⟩ <;>
  · simp only [nonic, op, signedPerm, Matrix.mulVec, dotProduct, Fin.sum_univ_three,
      Matrix.map_apply, Matrix.of_apply, Matrix.det_fin_three, h0, h1, h2, Fin.isValue,
      Fin.reduceEq, eq_self, reduceIte]
    push_cast
    simp only [zero_mul, add_zero, zero_add, mul_pow, hq, one_mul]
    ring

/-- The ninth-degree polynomial is invariant under the 24 proper rotations of the cube. -/
theorem nonic_rotation (p : CubicLabel) (hp : p ∈ rotations) (v : Fin 3 → ℝ) :
    nonic (op p *ᵥ v) = nonic v := by
  have h : (signedPerm p).det = 1 := (Finset.mem_filter.mp hp).2
  rw [nonic_transform, h, Int.cast_one, one_mul]

/-- The ninth-degree polynomial is odd under inversion, and it is not identically zero: its
value at `(1, 2, 3)` is 720. -/
theorem nonic_inversion : (∀ v, nonic (-v) = -nonic v) ∧ nonic ![1, 2, 3] = 720 := by
  constructor
  · intro v
    simp only [nonic, Pi.neg_apply]
    ring
  · show (1 : ℝ) * 2 * 3 * (1 ^ 2 - 2 ^ 2) * (2 ^ 2 - 3 ^ 2) * (3 ^ 2 - 1 ^ 2) = 720
    norm_num

end CubicMolien
```

```lean
#print axioms CubicMolien.group_orders
#print axioms CubicMolien.molien_rotations
#print axioms CubicMolien.nonic_rotation
#print axioms CubicMolien.nonic_inversion
```

```
'CubicMolien.group_orders' depends on axioms: [propext, Classical.choice, Quot.sound]
'CubicMolien.molien_rotations' depends on axioms: [propext, Classical.choice, Quot.sound]
'CubicMolien.nonic_rotation' depends on axioms: [propext, Classical.choice, Quot.sound]
'CubicMolien.nonic_inversion' depends on axioms: [propext, Classical.choice, Quot.sound]
```

## From the table to the averages

`class_sum` is the table above, extended to the improper operations. `group_orders` applies it to the indicator of determinant one to count the rotations.

`det_one_sub` expands the determinant for a general real matrix, then checks $e_2=da$ on all 48 integer matrices, where the derivation by hand used orthogonality. In `molien_weighted`, `e1` to `e8` factor the cubics, and `h1` to `h5` show that the factors are nonzero for $|t|<1$. `field_simp` and `ring` then add all eight fractions at once, without the substitution $t\to-t$.

`molien_rotations` uses the weight $(1+\det g)/2$, which is one on rotations and zero otherwise, to reduce its sum to the case $s=1$. `nonic_transform` treats the six axis permutations separately, with `hq` supplying $\varepsilon_i^2=1$.

## Letting the kernel count

The proof turns on `decide +kernel` inside `class_sum`. The function `F` there is arbitrary and real-valued, so the sum itself can't be settled by evaluation. The list of pairs (trace, determinant) can: it is a finite multiset of integer pairs, and equality of such multisets is decidable. The kernel evaluates that comparison, after which `congrArg` applies `F` to both lists and sums them. Enumeration thus stays with the integers, and algebra handles the real parameter $t$.

## Checking a symmetrised basis in code

A program that fits a potential in one position vector at a site of symmetry $O_h$ or $O$ can build its basis by averaging every monomial of degree $n$ over the operations of that group. The rank of the resulting set should equal the coefficient of $t^n$ in the series for the same group. For $O_h$, degrees 2, 4 and 6 give 1, 2 and 3. At degree nine there are 55 monomials; the rank should be 0 with all 48 operations and 1 with the 24 rotations, where the surviving function is proportional to $P$. A nonzero rank in the first case shows an error in the operations or in the averaging; leaving out all the improper operations, for instance, gives rank 1.
